# The triplet gap matrix D = (d·σ)iσ_y satisfies D Dᴴ ∝ 1 exactly when d × d* = 0

## When may I replace D Dᴴ by |d|²?

To get quasiparticle energies for a triplet superconductor in mean-field theory, with a spin-independent band energy ξ that is the same at k and −k, I replace the 2×2 matrix D Dᴴ by the number |d|² and write E = √(ξ² + |d|²). Here d is a complex 3-vector, σ is the vector of Pauli matrices, and D = (d·σ)iσ_y is the gap matrix at one momentum.

I know that this is right for "unitary" states, those with d × d* = 0, and that otherwise D Dᴴ has an extra spin-dependent term i(d × d*)·σ. I would like to see this derived for an arbitrary complex d, including the symmetry of D, and checked by machine. What does the condition say about the phases of the components of d, and what replaces |d|² when it fails?

## The spin-dependent term is i(d × d*)·σ

The replacement is exact if and only if d × d* = 0, which means that d is a real vector times one phase factor. Otherwise |d|² splits into the two values |d|² ± |d × d*|.

I number components 0, 1, 2 for x, y, z, as Lean does, and write a matrix by rows, with a semicolon between them. A star means complex conjugation, ᴴ the conjugate transpose, and a·b = a₀b₀ + a₁b₁ + a₂b₂ without any conjugation.

**Symmetry.** The two factors of D are

d·σ = (d₂, d₀ − i d₁; d₀ + i d₁, −d₂)

iσ_y = (0, 1; −1, 0)

and their product is

D = (−d₀ + i d₁, d₂; d₂, d₀ + i d₁).

The off-diagonal entries agree, so D is symmetric. Conversely, a symmetric matrix M fixes d by

d₀ = (M₁₁ − M₀₀)/2, d₁ = −i(M₀₀ + M₁₁)/2, d₂ = M₀₁.

**The squared gap matrix.** Multiplying out (a·σ)(b·σ) with σⱼσₖ = δⱼₖ + i Σₗ εⱼₖₗ σₗ gives

(a·σ)(b·σ) = a·b + i(a × b)·σ.

The matrix iσ_y is unitary, and the Pauli matrices are Hermitian, so (d·σ)ᴴ = d*·σ. Hence

D Dᴴ = (d·σ)(iσ_y)(iσ_y)ᴴ(d·σ)ᴴ = (d·σ)(d*·σ) = |d|² + i(d × d*)·σ.

**The criterion.** Put w = d × d*. If w = 0, then D Dᴴ = |d|² 1. Conversely, let D Dᴴ = c 1. Then i w·σ = (c − |d|²) 1, and multiplication by −i gives w·σ = c′ 1 with c′ = −i(c − |d|²). The off-diagonal entries say w₀ − i w₁ = 0 and w₀ + i w₁ = 0, so w₀ = w₁ = 0. The diagonal entries say w₂ = c′ and −w₂ = c′, so w₂ = 0.

**The phase.** In components, w = 0 says dⱼdₖ* = dₖdⱼ* for all j and k. Each product dⱼdₖ* therefore equals its own conjugate and is real. If some dₖ is nonzero, write dₖ = |dₖ|e^{iθ} and set

rⱼ = dⱼdₖ* / |dₖ|.

These numbers are real, and e^{iθ}rⱼ = dⱼ because e^{iθ}dₖ* = |dₖ|. If d = 0, take r = 0. Conversely, if d = e^{iθ}r with r real, then dⱼdₖ* = rⱼrₖ is symmetric in j and k, and the cross product vanishes.

**The splitting.** For any number a,

det(a 1 + i w·σ) = (a + i w₂)(a − i w₂) + (w₀ − i w₁)(w₀ + i w₁) = a² + w·w.

Conjugation gives w* = d* × d = −w, so w·w = −w·w* = −|w|². With a = |d|² − x,

det(D Dᴴ − x) = (x − |d|²)² − |d × d*|².

The roots are x = |d|² ± |d × d*|. In the mean-field model of the question, each root takes the place of |d|² under the square root in E.

Here is the complete Lean file.

```lean
import Mathlib

open Matrix ComplexConjugate
open Complex (I)

namespace TripletPairing

noncomputable section

/-- The Pauli matrix `σ_x`. -/
def sigmaX : Matrix (Fin 2) (Fin 2) ℂ := !![0, 1; 1, 0]

/-- The Pauli matrix `σ_y`. -/
def sigmaY : Matrix (Fin 2) (Fin 2) ℂ := !![0, -I; I, 0]

/-- The Pauli matrix `σ_z`. -/
def sigmaZ : Matrix (Fin 2) (Fin 2) ℂ := !![1, 0; 0, -1]

/-- The combination `v · σ` for a complex 3-vector `v`. -/
def pauliDot (v : Fin 3 → ℂ) : Matrix (Fin 2) (Fin 2) ℂ :=
  v 0 • sigmaX + v 1 • sigmaY + v 2 • sigmaZ

/-- The triplet gap matrix `D = (d · σ) i σ_y`. -/
def gap (d : Fin 3 → ℂ) : Matrix (Fin 2) (Fin 2) ℂ := pauliDot d * (I • sigmaY)

/-- The squared length `|v|²` of a complex 3-vector. -/
def lengthSq (v : Fin 3 → ℂ) : ℝ := ∑ i, ‖v i‖ ^ 2

lemma pauliDot_eq (v : Fin 3 → ℂ) :
    pauliDot v = !![v 2, v 0 - I * v 1; v 0 + I * v 1, -v 2] := by
  ext i j
  fin_cases i <;> fin_cases j <;> simp [pauliDot, sigmaX, sigmaY, sigmaZ] <;> ring

lemma I_smul_sigmaY : I • sigmaY = !![0, 1; -1, 0] := by
  ext i j
  fin_cases i <;> fin_cases j <;> simp [sigmaY]

/-- The gap matrix written out in the spin basis. -/
theorem gap_eq (d : Fin 3 → ℂ) :
    gap d = !![-d 0 + I * d 1, d 2; d 2, d 0 + I * d 1] := by
  rw [gap, I_smul_sigmaY, pauliDot_eq]
  ext i j
  fin_cases i <;> fin_cases j <;> simp [Matrix.mul_apply, Fin.sum_univ_two]
  ring

/-- A spin matrix is symmetric exactly when it is the triplet gap matrix of one
and only one vector `d`. -/
theorem symmetric_iff_existsUnique_gap (M : Matrix (Fin 2) (Fin 2) ℂ) :
    Mᵀ = M ↔ ∃! d, gap d = M := by
  constructor
  · intro h
    refine ⟨![(M 1 1 - M 0 0) / 2, -I * (M 0 0 + M 1 1) / 2, M 0 1], ?_, ?_⟩
    · dsimp only
      rw [gap_eq]
      ext i j
      fin_cases i <;> fin_cases j
      · show -((M 1 1 - M 0 0) / 2) + I * (-I * (M 0 0 + M 1 1) / 2) = M 0 0
        linear_combination (-(M 0 0 + M 1 1) / 2) * Complex.I_sq
      · rfl
      · exact congrFun (congrFun h 1) 0
      · show (M 1 1 - M 0 0) / 2 + I * (-I * (M 0 0 + M 1 1) / 2) = M 1 1
        linear_combination (-(M 0 0 + M 1 1) / 2) * Complex.I_sq
    · rintro e rfl
      have h00 : gap e 0 0 = -e 0 + I * e 1 := by rw [gap_eq]; rfl
      have h01 : gap e 0 1 = e 2 := by rw [gap_eq]; rfl
      have h11 : gap e 1 1 = e 0 + I * e 1 := by rw [gap_eq]; rfl
      rw [h00, h01, h11]
      ext i
      fin_cases i
      · show e 0 = (e 0 + I * e 1 - (-e 0 + I * e 1)) / 2
        ring
      · show e 1 = -I * (-e 0 + I * e 1 + (e 0 + I * e 1)) / 2
        linear_combination e 1 * Complex.I_sq
      · rfl
  · rintro ⟨d, rfl, _⟩
    rw [gap_eq]
    ext i j
    fin_cases i <;> fin_cases j <;> rfl

/-- The Pauli product rule `(a · σ)(b · σ) = a · b + i (a × b) · σ`. -/
theorem pauliDot_mul (a b : Fin 3 → ℂ) :
    pauliDot a * pauliDot b = (a ⬝ᵥ b) • 1 + I • pauliDot (a ⨯₃ b) := by
  simp only [pauliDot_eq]
  ext i j
  fin_cases i <;> fin_cases j <;>
    simp [Matrix.mul_apply, Fin.sum_univ_two, Fin.sum_univ_three, dotProduct, cross_apply]
  · linear_combination (-(a 1 * b 1)) * Complex.I_sq
  · linear_combination (a 2 * b 0 - a 0 * b 2) * Complex.I_sq
  · linear_combination (-(a 2 * b 0 - a 0 * b 2)) * Complex.I_sq
  · linear_combination (-(a 1 * b 1)) * Complex.I_sq

lemma pauliDot_conjTranspose (v : Fin 3 → ℂ) : (pauliDot v)ᴴ = pauliDot (star v) := by
  simp only [pauliDot_eq]
  ext i j
  fin_cases i <;> fin_cases j <;> simp
  ring

lemma dotProduct_star_eq (v : Fin 3 → ℂ) : v ⬝ᵥ star v = (lengthSq v : ℂ) := by
  simp [dotProduct, lengthSq, Complex.mul_conj, Complex.normSq_eq_norm_sq]

/-- The squared gap matrix is `D Dᴴ = |d|² + i (d × d*) · σ`. -/
theorem gap_mul_conjTranspose (d : Fin 3 → ℂ) :
    gap d * (gap d)ᴴ = (lengthSq d : ℂ) • 1 + I • pauliDot (d ⨯₃ star d) := by
  -- the factor `i σ_y` is unitary and drops out
  have hu : (I • sigmaY) * (I • sigmaY)ᴴ = 1 := by
    rw [I_smul_sigmaY]
    ext i j
    fin_cases i <;> fin_cases j <;> simp [Matrix.mul_apply, Fin.sum_univ_two]
  rw [gap, conjTranspose_mul, pauliDot_conjTranspose, Matrix.mul_assoc,
    ← Matrix.mul_assoc (I • sigmaY), hu, Matrix.one_mul, pauliDot_mul, dotProduct_star_eq]

lemma eq_zero_of_pauliDot_scalar {v : Fin 3 → ℂ} {c : ℂ} (h : pauliDot v = c • 1) :
    v = 0 := by
  rw [pauliDot_eq] at h
  have h00 : v 2 = c := by simpa using congrFun (congrFun h 0) 0
  have h01 : v 0 - I * v 1 = 0 := by simpa using congrFun (congrFun h 0) 1
  have h10 : v 0 + I * v 1 = 0 := by simpa using congrFun (congrFun h 1) 0
  have h11 : -v 2 = c := by simpa using congrFun (congrFun h 1) 1
  have e0 : v 0 = 0 := by linear_combination (h01 + h10) / 2
  have e1 : v 1 = 0 := by
    linear_combination (-I / 2) * (h10 - h01) + v 1 * Complex.I_sq
  have e2 : v 2 = 0 := by linear_combination (h00 - h11) / 2
  ext i
  fin_cases i <;> simp [e0, e1, e2]

/-- Unitary triplet states: `D Dᴴ` is a multiple of the identity if and only if
`d × d* = 0`. -/
theorem unitary_iff_cross_eq_zero (d : Fin 3 → ℂ) :
    (∃ c : ℂ, gap d * (gap d)ᴴ = c • 1) ↔ d ⨯₃ star d = 0 := by
  constructor
  · rintro ⟨c, hc⟩
    rw [gap_mul_conjTranspose] at hc
    have h1 : I • pauliDot (d ⨯₃ star d) = (c - lengthSq d) • 1 := by
      rw [sub_smul, ← hc]
      abel
    have h2 : pauliDot (d ⨯₃ star d) = (-I * (c - lengthSq d)) • 1 := by
      rw [← smul_smul, ← h1, smul_smul]
      simp
    exact eq_zero_of_pauliDot_scalar h2
  · intro h
    exact ⟨lengthSq d, by rw [gap_mul_conjTranspose, h]; simp [pauliDot]⟩

/-- The condition `d × d* = 0` holds if and only if `d` is a real vector times a
single phase factor. -/
theorem cross_eq_zero_iff_phase (d : Fin 3 → ℂ) :
    d ⨯₃ star d = 0 ↔
      ∃ (θ : ℝ) (r : Fin 3 → ℝ), ∀ i, d i = Complex.exp (θ * I) * r i := by
  constructor
  · intro h
    rw [cross_apply] at h
    have h12 : d 1 * conj (d 2) = d 2 * conj (d 1) := sub_eq_zero.mp (congrFun h 0)
    have h20 : d 2 * conj (d 0) = d 0 * conj (d 2) := sub_eq_zero.mp (congrFun h 1)
    have h01 : d 0 * conj (d 1) = d 1 * conj (d 0) := sub_eq_zero.mp (congrFun h 2)
    have hp : ∀ j k, d j * conj (d k) = d k * conj (d j) := by
      intro j k
      fin_cases j <;> fin_cases k
      exacts [rfl, h01, h20.symm, h01.symm, rfl, h12, h20, h12.symm, rfl]
    by_cases hd : ∃ k, d k ≠ 0
    · -- divide out the phase of a nonzero component
      obtain ⟨k, hk⟩ := hd
      refine ⟨(d k).arg, fun i => (d i * conj (d k)).re / ‖d k‖, fun i => ?_⟩
      have hn : (‖d k‖ : ℂ) ≠ 0 := by simpa using hk
      have hz : ((d i * conj (d k)).re : ℂ) = d i * conj (d k) := by
        apply Complex.conj_eq_iff_re.mp
        rw [map_mul, Complex.conj_conj, hp i k, mul_comm]
      have he := Complex.norm_mul_exp_arg_mul_I (d k)
      have hq : d k * conj (d k) = (‖d k‖ : ℂ) ^ 2 := by
        simp [Complex.mul_conj, Complex.normSq_eq_norm_sq]
      rw [Complex.ofReal_div, hz, ← mul_div_assoc, eq_div_iff hn]
      apply mul_right_cancel₀ hn
      linear_combination (-(d i * conj (d k))) * he - d i * hq
    · push Not at hd
      exact ⟨0, 0, fun i => by simp [hd i]⟩
  · rintro ⟨θ, r, h⟩
    generalize Complex.exp (θ * I) = u at h
    rw [cross_apply]
    ext i
    fin_cases i <;> simp [h] <;> ring

/-- The characteristic polynomial of the squared gap matrix is
`(x - |d|²)² - |d × d*|²`. -/
theorem det_gap_sq_sub (d : Fin 3 → ℂ) (x : ℂ) :
    (gap d * (gap d)ᴴ - x • 1).det
      = (x - lengthSq d) ^ 2 - lengthSq (d ⨯₃ star d) := by
  have hdet : ∀ (a : ℂ) (w : Fin 3 → ℂ),
      (a • 1 + I • pauliDot w).det = a ^ 2 + w ⬝ᵥ w := by
    intro a w
    rw [pauliDot_eq]
    simp [Matrix.det_fin_two, dotProduct, Fin.sum_univ_three]
    linear_combination
      (-(w 2) ^ 2 - (w 0) ^ 2 + (I ^ 2 - 1) * (w 1) ^ 2) * Complex.I_sq
  -- `d × d*` is purely imaginary
  have hs : star (d ⨯₃ star d) = -(d ⨯₃ star d) := by
    rw [cross_apply]
    ext i
    fin_cases i <;> simp <;> ring
  have hw := dotProduct_star_eq (d ⨯₃ star d)
  rw [hs, dotProduct_neg] at hw
  have hsplit : gap d * (gap d)ᴴ - x • 1
      = ((lengthSq d : ℂ) - x) • 1 + I • pauliDot (d ⨯₃ star d) := by
    rw [gap_mul_conjTranspose, sub_smul]
    abel
  rw [hsplit, hdet]
  linear_combination -hw

/-- For `d = (1, i, 0)` the squared gap matrix is diagonal with entries 4 and 0. -/
theorem nonunitary_instance :
    gap ![1, I, 0] * (gap ![1, I, 0])ᴴ = !![4, 0; 0, 0] := by
  have hg : gap ![1, I, 0] = !![-2, 0; 0, 0] := by
    rw [gap_eq]
    ext i j
    fin_cases i <;> fin_cases j <;> simp
    norm_num
  have h2 : conj (2 : ℂ) = 2 := by
    apply Complex.ext <;> simp
  rw [hg]
  ext i j
  fin_cases i <;> fin_cases j <;>
    simp [Matrix.mul_apply, Fin.sum_univ_two, h2]
  norm_num

end

end TripletPairing
```

```lean
#print axioms TripletPairing.symmetric_iff_existsUnique_gap
#print axioms TripletPairing.unitary_iff_cross_eq_zero
#print axioms TripletPairing.det_gap_sq_sub
#print axioms TripletPairing.nonunitary_instance
```

```
'TripletPairing.symmetric_iff_existsUnique_gap' depends on axioms: [propext, Classical.choice, Quot.sound]
'TripletPairing.unitary_iff_cross_eq_zero' depends on axioms: [propext, Classical.choice, Quot.sound]
'TripletPairing.det_gap_sq_sub' depends on axioms: [propext, Classical.choice, Quot.sound]
'TripletPairing.nonunitary_instance' depends on axioms: [propext, Classical.choice, Quot.sound]
```

### How the Lean statements describe a triplet state

The vector d is a function `Fin 3 → ℂ`, and a spin matrix is a `Matrix (Fin 2) (Fin 2) ℂ`. `pauliDot d` is d·σ, and `gap d` is D, with the factor iσ_y on the right. `star d` conjugates each component, `⨯₃` is the cross product, and `⬝ᵥ` is the product a·b without conjugation. `lengthSq d` is the real number |d|².

- `symmetric_iff_existsUnique_gap` says that a matrix M equals its transpose if and only if exactly one d has `gap d = M`. That D itself is symmetric can be read off from `gap_eq`.
- `gap_mul_conjTranspose` is the formula for D Dᴴ, for every complex d.
- `unitary_iff_cross_eq_zero` is the criterion. The multiple c may be any complex number.
- `cross_eq_zero_iff_phase` says that d × d* = 0 if and only if there are a real θ and a real vector r with dⱼ = e^{iθ}rⱼ for all j.
- `det_gap_sq_sub` gives the determinant for every complex x.
- `nonunitary_instance` treats d = (1, i, 0), where D Dᴴ is diagonal with entries 4 and 0. Since |d|² = 2 here, the normalised vector (1, i, 0)/√2 gives 2 and 0. One spin species is paired and the other is not.

No hypothesis is placed on d. In particular d = 0 is allowed, and it meets the criterion with c = 0, so a point where the gap vanishes counts as unitary although D is then no nonzero multiple of a unitary matrix.

The file describes the spin structure at a single momentum. It contains no Hamiltonian, no gap equation and no singlet admixture, and it does not express the oddness of d in momentum that Fermi statistics requires. The phase θ is common to the three components of d at that momentum, but it may vary from one momentum to another: a fixed real direction multiplied by kₓ + i k_y is unitary at every k.

Another model would take d in `EuclideanSpace ℂ (Fin 3)`. Its built-in norm is the length meant here, whereas the built-in norm on `Fin 3 → ℂ` is the largest |dⱼ|. That choice would make `lengthSq` unnecessary, but the cross product is defined on plain functions, so the statements would carry conversions between the two types. The physical content would stay the same.

### How the proof follows the algebra

Most matrix identities are proved entry by entry: `ext i j` reduces equality of matrices to equality of entries, and `fin_cases` runs through the indices. Where `simp` has not already removed i², `linear_combination` is given a multiple of `Complex.I_sq`, which states i² = −1.

`pauliDot_eq` and `I_smul_sigmaY` write out the two factors, and `gap_eq` multiplies them. In `symmetric_iff_existsUnique_gap` the vector recovered from M is the one given above. The first part of the argument checks that it reproduces M, and the second, beginning with `rintro e rfl`, shows that any other candidate `e` has the same components.

`pauliDot_mul` is the product rule. It compares the four entries of both sides, where the derivation above used δ and ε. `pauliDot_conjTranspose` is (v·σ)ᴴ = v*·σ, and `dotProduct_star_eq` is v·v* = |v|². In `gap_mul_conjTranspose` the local statement `hu` says that iσ_y times its conjugate transpose is 1. The rewriting then regroups the four factors so that this pair stands together, removes it, and applies the product rule.

`eq_zero_of_pauliDot_scalar` reads off the four entries of v·σ = c 1 and solves them for v = 0. In `unitary_iff_cross_eq_zero`, `h1` isolates i w·σ and `h2` multiplies by −i, after which that lemma applies. The reverse direction supplies c = |d|².

In `cross_eq_zero_iff_phase`, `hp` collects the relations dⱼdₖ* = dₖdⱼ* for all pairs of indices. The proof then separates d ≠ 0 from d = 0. In the first case θ is the argument of a nonzero dₖ, and r is built from the real part of dⱼdₖ*, because Lean needs a real number there. `hz` shows that taking the real part loses nothing. The polar form `he` and the identity `hq`, which is dₖdₖ* = |dₖ|², finish the calculation. For the converse, the phase factor is replaced by an arbitrary complex number u, since the cancellation does not use |u| = 1.

In `det_gap_sq_sub`, `hdet` is the determinant a² + w·w, `hs` is w* = −w, and `hsplit` puts D Dᴴ − x into the form a 1 + i w·σ. The last line combines them. `nonunitary_instance` first computes D = (−2, 0; 0, 0) and then multiplies it by its conjugate transpose.

For a mean-field code with purely triplet pairing and a spin-independent band energy that is even in momentum, this gives a simple test at each momentum: compute d × d*, and use the single gap |d| only where it vanishes.
